# Minimising over a fixed set of determinants never lowers the summed mean inverse radius as nuclear charge rises

Raise the nuclear charge of an atom at fixed electron number, and the stronger attraction favours states with more electron density near the nucleus. Does the summed mean of 1/r still never fall when the wavefunction must be a single Slater determinant from a fixed set, say the set of determinants with doubly occupied orbitals?

```lean
import Mathlib

open Finset

namespace RestrictedAtomicMinimisation

noncomputable section

variable {N K : Type*} [Fintype N] [DecidableEq N] [Fintype K]

/-- A Slater determinant, given by orthonormal spin orbitals (labelled by `N`) expanded in
a finite orthonormal basis (labelled by `K`). -/
abbrev Determinant (N K : Type*) [Fintype N] [DecidableEq N] [Fintype K] :=
  {φ : N → K → ℂ // ∀ i j, ∑ k, star (φ i k) * φ j k = if i = j then 1 else 0}

/-- The matrix elements of an atom in the basis: kinetic energy, inverse distance from the
nucleus, and electron repulsion `⟨pq|rs⟩`. -/
structure Atom (K : Type*) where
  kinetic : Matrix K K ℂ
  invRadius : Matrix K K ℂ
  repulsion : K → K → K → K → ℂ

/-- The real part of the expectation value of a one-electron operator, summed over the
occupied orbitals. -/
def oneBody (h : Matrix K K ℂ) (φ : Determinant N K) : ℝ :=
  (∑ i, ∑ p, ∑ q, star (φ.1 i p) * h p q * φ.1 i q).re

/-- The electron repulsion energy of a determinant: direct minus exchange terms, with each
pair counted once. -/
def twoBody (g : K → K → K → K → ℂ) (φ : Determinant N K) : ℝ :=
  (1 / 2) * (∑ i, ∑ j, ∑ p, ∑ q, ∑ r, ∑ s, star (φ.1 i p) * star (φ.1 j q) * g p q r s *
    (φ.1 i r * φ.1 j s - φ.1 j r * φ.1 i s)).re

/-- The Hartree-Fock energy of a determinant at nuclear charge `Z`, in atomic units. -/
def energy (A : Atom K) (Z : ℝ) (φ : Determinant N K) : ℝ :=
  oneBody (A.kinetic - (Z : ℂ) • A.invRadius) φ + twoBody A.repulsion φ

/-- The summed mean inverse radius of the electrons in a determinant. -/
def meanInvRadius (A : Atom K) (φ : Determinant N K) : ℝ := oneBody A.invRadius φ

/-- The determinant `φ` minimises the energy at nuclear charge `Z` over the trial set `S`. -/
def IsOptimal (A : Atom K) (S : Set (Determinant N K)) (Z : ℝ) (φ : Determinant N K) : Prop :=
  φ ∈ S ∧ ∀ χ ∈ S, energy A Z φ ≤ energy A Z χ

/-- For a fixed determinant the energy is linear in the nuclear charge: kinetic energy plus
repulsion, minus `Z` times the summed mean inverse radius. -/
theorem energy_eq (A : Atom K) (Z : ℝ) (φ : Determinant N K) :
    energy A Z φ =
      (oneBody A.kinetic φ + twoBody A.repulsion φ) - Z * meanInvRadius A φ := by
  have h : oneBody (A.kinetic - (Z : ℂ) • A.invRadius) φ =
      oneBody A.kinetic φ - Z * oneBody A.invRadius φ := by
    unfold oneBody
    rw [← Complex.re_ofReal_mul, ← Complex.sub_re]
    congr 1
    simp only [Finset.mul_sum, ← Finset.sum_sub_distrib]
    refine Finset.sum_congr rfl fun i _ => Finset.sum_congr rfl fun p _ =>
      Finset.sum_congr rfl fun q _ => ?_
    simp only [Matrix.sub_apply, Matrix.smul_apply, smul_eq_mul]
    ring
  unfold energy meanInvRadius
  rw [h]
  ring

/-- The determinants that can be formed in a finite basis make up a compact set. -/
theorem compactSpace_determinant : CompactSpace (Determinant N K) := by
  suffices hcomp : IsCompact {φ : N → K → ℂ |
      ∀ i j, ∑ k, star (φ i k) * φ j k = if i = j then 1 else 0} from
    isCompact_iff_compactSpace.mp hcomp
  refine Metric.isCompact_of_isClosed_isBounded ?_ ?_
  · simp only [Set.ofPred_forall]
    refine isClosed_iInter fun i => isClosed_iInter fun j => isClosed_eq ?_ continuous_const
    exact continuous_finsetSum _ fun k _ =>
      (continuous_apply_apply i k).star.mul (continuous_apply_apply j k)
  · -- normalisation bounds every orbital coefficient by one
    refine (Metric.isBounded_closedBall (x := (0 : N → K → ℂ)) (r := 1)).subset ?_
    intro φ hφ
    rw [mem_closedBall_zero_iff, pi_norm_le_iff_of_nonneg zero_le_one]
    intro i
    rw [pi_norm_le_iff_of_nonneg zero_le_one]
    intro k
    have e : ∀ z : ℂ, star z * z = ((‖z‖ ^ 2 : ℝ) : ℂ) := by
      intro z
      rw [Complex.star_def, Complex.conj_mul']
      push_cast
      rfl
    have h := hφ i i
    simp only [e, if_true] at h
    have h' : ∑ k, ‖φ i k‖ ^ 2 = 1 := by exact_mod_cast h
    have hk : ‖φ i k‖ ^ 2 ≤ ∑ k, ‖φ i k‖ ^ 2 :=
      Finset.single_le_sum (f := fun k => ‖φ i k‖ ^ 2)
        (fun k _ => sq_nonneg ‖φ i k‖) (Finset.mem_univ k)
    nlinarith [norm_nonneg (φ i k)]

/-- Every nonempty closed set of trial determinants contains an energy minimiser, at any
nuclear charge. -/
theorem exists_isOptimal (A : Atom K) {S : Set (Determinant N K)} (hS : IsClosed S)
    (hne : S.Nonempty) (Z : ℝ) : ∃ φ, IsOptimal A S Z φ := by
  have : CompactSpace (Determinant N K) := compactSpace_determinant
  have hφ : ∀ i p, Continuous (fun φ : Determinant N K => φ.1 i p) := fun i p =>
    (continuous_apply_apply i p).comp continuous_subtype_val
  -- the energy is a polynomial in the orbital coefficients and their conjugates
  have hc : Continuous (fun φ : Determinant N K => energy A Z φ) := by
    unfold energy oneBody twoBody
    refine Continuous.add ?_ (continuous_const.mul ?_)
    · refine Complex.continuous_re.comp ?_
      refine continuous_finsetSum _ fun i _ => continuous_finsetSum _ fun p _ =>
        continuous_finsetSum _ fun q _ => ?_
      exact ((hφ i p).star.mul continuous_const).mul (hφ i q)
    · refine Complex.continuous_re.comp ?_
      refine continuous_finsetSum _ fun i _ => continuous_finsetSum _ fun j _ =>
        continuous_finsetSum _ fun p _ => continuous_finsetSum _ fun q _ =>
        continuous_finsetSum _ fun r _ => continuous_finsetSum _ fun s _ => ?_
      exact (((hφ i p).star.mul (hφ j q).star).mul continuous_const).mul
        (((hφ i r).mul (hφ j s)).sub ((hφ j r).mul (hφ i s)))
  obtain ⟨φ, hφ, hmin⟩ := hS.isCompact.exists_isMinOn hne hc.continuousOn
  exact ⟨φ, hφ, fun χ hχ => hmin hχ⟩

/-- If two determinants minimise the energy over the same trial set at charges `Z₁ < Z₂`,
the energy change per unit charge lies between minus their summed mean inverse radii. -/
theorem energy_slope_bounds {A : Atom K} {S : Set (Determinant N K)} {Z₁ Z₂ : ℝ}
    {φ₁ φ₂ : Determinant N K} (hZ : Z₁ < Z₂)
    (h₁ : IsOptimal A S Z₁ φ₁) (h₂ : IsOptimal A S Z₂ φ₂) :
    -meanInvRadius A φ₂ ≤ (energy A Z₂ φ₂ - energy A Z₁ φ₁) / (Z₂ - Z₁) ∧
      (energy A Z₂ φ₂ - energy A Z₁ φ₁) / (Z₂ - Z₁) ≤ -meanInvRadius A φ₁ := by
  have hd : 0 < Z₂ - Z₁ := sub_pos.mpr hZ
  -- each minimiser serves as a trial determinant at the other charge
  have a := h₁.2 φ₂ h₂.1
  have b := h₂.2 φ₁ h₁.1
  rw [le_div_iff₀ hd, div_le_iff₀ hd]
  simp only [energy_eq] at a b ⊢
  constructor <;> linarith

/-- Minimisation over a fixed set of trial determinants never lowers the summed mean
inverse radius when the nuclear charge is raised. -/
theorem meanInvRadius_le {A : Atom K} {S : Set (Determinant N K)} {Z₁ Z₂ : ℝ}
    {φ₁ φ₂ : Determinant N K} (hZ : Z₁ < Z₂)
    (h₁ : IsOptimal A S Z₁ φ₁) (h₂ : IsOptimal A S Z₂ φ₂) :
    meanInvRadius A φ₁ ≤ meanInvRadius A φ₂ := by
  have h := energy_slope_bounds hZ h₁ h₂
  linarith [h.1.trans h.2]

/-- Hellmann-Feynman theorem for restricted minimisation: if a minimiser exists at every
charge, then wherever the minimum energy is differentiable in the nuclear charge, its slope
is minus the summed mean inverse radius of any minimiser at that charge. -/
theorem hellmann_feynman {A : Atom K} {S : Set (Determinant N K)} {φ : ℝ → Determinant N K}
    (h : ∀ Z, IsOptimal A S Z (φ Z)) {Z₀ slope : ℝ} {χ : Determinant N K}
    (hχ : IsOptimal A S Z₀ χ)
    (hd : HasDerivAt (fun Z => energy A Z (φ Z)) slope Z₀) :
    slope = -meanInvRadius A χ := by
  have hline : HasDerivAt (fun Z => energy A Z χ) (-meanInvRadius A χ) Z₀ := by
    simp only [energy_eq]
    simpa using ((hasDerivAt_id Z₀).mul_const (meanInvRadius A χ)).const_sub
      (oneBody A.kinetic χ + twoBody A.repulsion χ)
  -- the straight line of the fixed determinant touches the minimum energy from above
  have hmax : IsLocalMax (fun Z => energy A Z (φ Z) - energy A Z χ) Z₀ := by
    refine Filter.Eventually.of_forall fun Z => ?_
    have a := (h Z).2 χ hχ.1
    have b := hχ.2 (φ Z₀) (h Z₀).1
    change energy A Z (φ Z) - energy A Z χ ≤ energy A Z₀ (φ Z₀) - energy A Z₀ χ
    linarith
  have hz := hmax.hasDerivAt_eq_zero (hd.fun_sub hline)
  linarith

end

end RestrictedAtomicMinimisation
```

```lean
#print axioms RestrictedAtomicMinimisation.exists_isOptimal
#print axioms RestrictedAtomicMinimisation.meanInvRadius_le
#print axioms RestrictedAtomicMinimisation.hellmann_feynman
```

```
'RestrictedAtomicMinimisation.exists_isOptimal' depends on axioms: [propext, Classical.choice, Quot.sound]
'RestrictedAtomicMinimisation.meanInvRadius_le' depends on axioms: [propext, Classical.choice, Quot.sound]
'RestrictedAtomicMinimisation.hellmann_feynman' depends on axioms: [propext, Classical.choice, Quot.sound]
```

## Two trial energies bracket the slope

Let T be the kinetic energy, R the operator 1/r, and Z the nuclear charge, in atomic units. The one-electron Hamiltonian is T − Z R. For a fixed determinant s, its expectation value is linear in Z, and the electron repulsion does not contain Z, so

E(Z,s) = t(s) − Z b(s).

Here b(s) is the mean of 1/r summed over electrons, and t(s) is kinetic energy plus repulsion, not kinetic energy alone. `energy_eq` proves this by distributing the sums.

Let s₁ and s₂ minimise E over the same set S at Z₁ < Z₂, with minima E₁ and E₂. Each is an admissible trial determinant at the other charge:

E₁ ≤ t(s₂) − Z₁ b(s₂) = E₂ + (Z₂ − Z₁) b(s₂)

E₂ ≤ t(s₁) − Z₂ b(s₁) = E₁ − (Z₂ − Z₁) b(s₁)

Dividing by Z₂ − Z₁ > 0 gives

−b(s₂) ≤ (E₂ − E₁)/(Z₂ − Z₁) ≤ −b(s₁),

and the outer terms give b(s₁) ≤ b(s₂). The proof of `energy_slope_bounds` takes the same two inequalities, clears the denominator and combines them with `linarith`. `meanInvRadius_le` chains the bounds.

## Determinants, integrals and minimisers in Lean

A `Determinant N K` is a family of orthonormal spin orbitals labelled by `N`, with complex coefficients in a finite orthonormal basis labelled by `K`. `energy` is the Hartree–Fock expression, with repulsion integrals in the order ⟨pq|rs⟩. `IsOptimal A S Z φ` says that `φ` lies in `S` and has the lowest energy there. "Restricted" refers to this arbitrary `S`, not specifically to closed-shell Hartree–Fock.

The result thus applies to Hartree–Fock calculations along an isoelectronic series, provided that one finite basis and one trial set serve every charge, and that each calculation finds the lowest energy in that set. The matrices in `Atom` are arbitrary, and `oneBody` takes a real part, which changes nothing for Hermitian operators. Identifying their entries with the integrals of a real atom is left to the user.

## Minimisers exist, and they fix the slope

`exists_isOptimal` finds a minimiser in every nonempty closed `S`. Normalisation, Σₖ |φᵢₖ|² = 1, bounds each coefficient by one, and the orthonormality equations define a closed set, so `compactSpace_determinant` obtains compactness. The energy is a polynomial in the coefficients and their conjugates, hence continuous, and attains its minimum on `S`.

For `hellmann_feynman`, suppose a minimiser exists at every charge, and write M(Z) for the minimum energy. If χ is any minimiser at Z₀, then

M(Z) − E(Z,χ) ≤ 0, with equality at Z = Z₀.

This difference has a maximum at Z₀. If M is differentiable there, the derivative of the difference vanishes, so M′(Z₀) = −b(χ). The orbitals need not vary smoothly with Z. Two minimisers at one charge with different b therefore rule out differentiability there.

## Two electrons, two exponents

Put two electrons of opposite spin in a 1s orbital proportional to exp(−ζr), and let S contain only ζ = 1 and ζ = 2. The two functions span a finite space, so this fits the model. The standard integrals give t = ζ² + 5ζ/8 and b = 2ζ, hence

E(Z, ζ=1) = 13/8 − 2Z

E(Z, ζ=2) = 21/4 − 4Z.

At Z = 1 the energies are −3/8 and 5/4, so ζ = 1 wins. At Z = 2 they are −19/8 and −11/4, so ζ = 2 wins. The slope between the minima is −11/4 + 3/8 = −19/8, which lies between −4 and −2, and b rises from 2 to 4. The lines cross at Z = 29/16, where the minimum energy has a kink.

## Carrying orbitals to the next charge

In a self-consistent-field run for He followed by Li⁺ in the same basis, the converged He orbitals can start the Li⁺ run. Their energy at the new charge, before any relaxation, is E₁ − b(s₁): the upper bound on E₂ used above. The value of b(s₁) is the He electron–nucleus attraction energy divided by −2. The inequalities concern lowest energies over S, whereas a converged run may have stopped at a higher stationary point.
